# Valley minima along the axis \(k_x=k_y=0\) and their transverse curvatures in a two-band model of shear-strained silicon

If shear strain is treated as a mere energy shift of the conduction-band valleys of silicon, each valley keeps its position and its masses, and an electron in the valley along \(k_z\) has the same mass along [110] as along [1-10]. In the two-band model below this is wrong already at first order in the strain: one of the two masses falls and the other rises. The energy minima along the \(k_z\) axis also move towards the zone-boundary point X, and at a finite strain they merge there.

With \(\hbar=1\) and the wave vector measured from X, the lower band is

\[
E=\frac{k_z^2}{2m_l}+\frac{k_x^2+k_y^2}{2m_t}-D,\qquad
D=\sqrt{\Big(\frac{k_0k_z}{m_l}\Big)^2+\Big(s-\frac{k_xk_y}{M}\Big)^2}.
\]

Here \(m_l\) and \(m_t\) are the longitudinal and transverse masses, and \(k_0\) is the distance of the unstrained valleys from X. The mass \(M\) sets the strength of the transverse coupling between the two bands that meet at X in the unstrained crystal, and \(s\) is the shear strain \(\varepsilon_{xy}\), taken in the cubic axes, times its deformation potential. The first four constants are positive, while \(s\) may have either sign. The dimensionless strain is \(h=s\,m_l/k_0^2\).

On the axis \(k_x=k_y=0\), the energy is lowest exactly where \(k_z^2=k_0^2(1-h^2)\) if \(|h|<1\), and only at \(k_z=0\) if \(|h|\ge1\). For \(|h|<1\) the curvatures at these minima along [110] and [1-10] are \(1/m_t+h/M\) and \(1/m_t-h/M\).

## Completing the square in the half-splitting

On the axis, \(D^2=(k_0k_z/m_l)^2+s^2\), so \(k_z^2=(m_l/k_0)^2(D^2-s^2)\). Substituting this into the kinetic term gives

\[
E=\frac{m_l}{2k_0^2}(D^2-s^2)-D
=\frac{m_l}{2k_0^2}\Big[\Big(D-\frac{k_0^2}{m_l}\Big)^2-\Big(\frac{k_0^2}{m_l}\Big)^2-s^2\Big].
\]

The prefactor is positive, so the energy is lowest where \(D\) is closest to \(k_0^2/m_l\). As \(k_z\) varies, \(D\) takes every value from \(|s|\) upwards.

If \(|h|<1\), then \(|s|<k_0^2/m_l\), and the value \(D=k_0^2/m_l\) is reached. It corresponds to

\[
k_z^2=\Big(\frac{m_l}{k_0}\Big)^2\Big[\Big(\frac{k_0^2}{m_l}\Big)^2-s^2\Big]=k_0^2(1-h^2).
\]

If \(|h|\ge1\), then \(D\ge|s|\ge k_0^2/m_l\). The best choice is \(D=|s|\), which occurs only at \(k_z=0\).

## Differentiating along the two diagonals

At distance \(t\) from the axis along [110] we have \(k_x=k_y=t/\sqrt2\), hence \(k_x^2+k_y^2=t^2\) and \(k_xk_y=t^2/2\). Along [1-10] only the sign of the product changes. With \(a=k_0k_z/m_l\) and \(b=\pm1/(2M)\), both sections have the form

\[
f(t)=\frac{k_z^2}{2m_l}+\frac{t^2}{2m_t}-R(t),\qquad R(t)=\sqrt{a^2+(s-bt^2)^2}.
\]

Since \(R'(t)=-2bt(s-bt^2)/R(t)\),

\[
f'(t)=t\Big[\frac1{m_t}+\frac{2b(s-bt^2)}{R(t)}\Big],\qquad
f''(0)=\frac1{m_t}+\frac{2bs}{R(0)}.
\]

At a minimum with \(|h|<1\), \(R(0)=k_0^2/m_l\), so \(s/R(0)=h\). Inserting \(2b=\pm1/M\) gives \(1/m_t\pm h/M\).

## The band, the strain parameter and curvature in Lean

```lean
import Mathlib

open Topology

namespace StrainedValley

noncomputable section
```

A term of type `Band` is one choice of the five constants together with proofs that four of them are positive. There is no condition on `s`.

```lean
/-- Constants of the two-band model near X: longitudinal mass `ml`, transverse mass `mt`,
band-coupling mass `M` and wave number `k0`, all positive, and a shear energy `s` of any sign. -/
structure Band where
  (ml mt M k0 s : ℝ)
  ml_pos : 0 < ml
  mt_pos : 0 < mt
  M_pos : 0 < M
  k0_pos : 0 < k0
```

The half-splitting, the energy and the strain parameter are transcribed directly. The minus sign in front of `kx * ky / v.M` fixes the sign convention for the deformation potential contained in `s`: reversing it while keeping `s` would exchange the roles of [110] and [1-10].

```lean
/-- Half the energy splitting of the two bands at wave vector `(kx, ky, kz)`. -/
def Band.halfSplit (v : Band) (kx ky kz : ℝ) : ℝ :=
  √((v.k0 * kz / v.ml) ^ 2 + (v.s - kx * ky / v.M) ^ 2)

/-- Energy of the lower band. -/
def Band.energy (v : Band) (kx ky kz : ℝ) : ℝ :=
  kz ^ 2 / (2 * v.ml) + (kx ^ 2 + ky ^ 2) / (2 * v.mt) - v.halfSplit kx ky kz

/-- The dimensionless shear strain `h = s ml / k0²`. -/
def Band.h (v : Band) : ℝ := v.s * v.ml / v.k0 ^ 2
```

Curvature means the second derivative. The definition asks for a function `f'` that is the derivative of `f` at every point near `x`, and that itself has derivative `c` at `x`.

```lean
/-- `f` is differentiable near `x` and its derivative has slope `c` at `x`. -/
def HasCurvatureAt (f : ℝ → ℝ) (c x : ℝ) : Prop :=
  ∃ f' : ℝ → ℝ, (∀ᶠ t in 𝓝 x, HasDerivAt f (f' t) t) ∧ HasDerivAt f' c x
```

## Minima on the axis

The first lemma squares away the root in \(D\) on the axis.

```lean
/-- On the axis `kx = ky = 0` the squared half-splitting is `(k0 kz / ml)² + s²`. -/
theorem halfSplit_sq (v : Band) (kz : ℝ) :
    v.halfSplit 0 0 kz ^ 2 = (v.k0 * kz / v.ml) ^ 2 + v.s ^ 2 := by
  unfold Band.halfSplit
  rw [Real.sq_sqrt (by positivity)]
  ring
```

The next one compares the energies at two axis points `p` and `q`. Its inner statement `key` is the completed square from above: `h1` expresses the kinetic term through \(D^2\), and `linear_combination` collects the rest. The constant is common to both points and the prefactor `hc` is positive, so only the squared distances of \(D\) from \(k_0^2/m_l\) remain.

```lean
/-- On the axis `kx = ky = 0`, the energy is lower exactly when the half-splitting
is closer to `k0² / ml`. -/
theorem axis_energy_le_iff (v : Band) (p q : ℝ) :
    v.energy 0 0 p ≤ v.energy 0 0 q ↔
      (v.halfSplit 0 0 p - v.k0 ^ 2 / v.ml) ^ 2 ≤
        (v.halfSplit 0 0 q - v.k0 ^ 2 / v.ml) ^ 2 := by
  have hl := v.ml_pos
  have hk := v.k0_pos
  have hc : 0 < v.ml / (2 * v.k0 ^ 2) := by positivity
  -- complete the square in the half-splitting
  have key : ∀ z, v.energy 0 0 z = v.ml / (2 * v.k0 ^ 2) *
      (v.halfSplit 0 0 z - v.k0 ^ 2 / v.ml) ^ 2
        - v.ml / (2 * v.k0 ^ 2) * ((v.k0 ^ 2 / v.ml) ^ 2 + v.s ^ 2) := by
    intro z
    have h1 : z ^ 2 / (2 * v.ml) =
        v.ml / (2 * v.k0 ^ 2) * (v.halfSplit 0 0 z ^ 2 - v.s ^ 2) := by
      rw [halfSplit_sq, add_sub_cancel_right]
      field_simp
    have h2 : v.ml / (2 * v.k0 ^ 2) * (2 * (v.k0 ^ 2 / v.ml)) = 1 := by field_simp
    have h3 : v.energy 0 0 z = z ^ 2 / (2 * v.ml) - v.halfSplit 0 0 z := by
      simp [Band.energy]
    rw [h3, h1]
    linear_combination v.halfSplit 0 0 z * h2
  rw [key p, key q]
  exact ⟨fun h => le_of_mul_le_mul_left (by linarith) hc,
    fun h => by linarith [mul_le_mul_of_nonneg_left h hc.le]⟩
```

The condition \(D=k_0^2/m_l\) is then translated into a condition on \(k_z\). The identity `hid` states that \(k_z^2-k_0^2(1-h^2)\) equals \((m_l/k_0)^2\) times \(D^2-(k_0^2/m_l)^2\), so both differences vanish together. Passing from equal squares to equal values uses that \(D\) and \(k_0^2/m_l\) are non-negative.

```lean
/-- On the axis `kx = ky = 0`, the half-splitting equals `k0² / ml` exactly when
`kz² = k0² (1 - h²)`. -/
theorem halfSplit_eq_iff (v : Band) (kz : ℝ) :
    v.halfSplit 0 0 kz = v.k0 ^ 2 / v.ml ↔ kz ^ 2 = v.k0 ^ 2 * (1 - v.h ^ 2) := by
  have hl := v.ml_pos
  have hk := v.k0_pos
  have hid : kz ^ 2 - v.k0 ^ 2 * (1 - v.h ^ 2) =
      (v.ml / v.k0) ^ 2 * (v.halfSplit 0 0 kz ^ 2 - (v.k0 ^ 2 / v.ml) ^ 2) := by
    rw [halfSplit_sq, Band.h]
    field_simp
    ring
  constructor
  · intro h
    rw [h, sub_self, mul_zero] at hid
    linarith
  · intro h
    rw [h, sub_self] at hid
    have hne : (v.ml / v.k0) ^ 2 ≠ 0 := by positivity
    have h0 := (mul_eq_zero.1 hid.symm).resolve_left hne
    exact (sq_eq_sq₀ (Real.sqrt_nonneg _) (by positivity)).1 (sub_eq_zero.1 h0)
```

The theorem on the minima says that `kz` has an energy no higher than any other axis point `q` if and only if it satisfies the stated equation. It therefore identifies all minimisers. The condition is on \(|h|\), because for \(h\le-1\) the minimum also sits at \(k_z=0\).

For \(|h|<1\), the proof compares a given minimiser with the point \(k_z=\sqrt{k_0^2(1-h^2)}\), where the square vanishes; the minimiser's square must then vanish too. For \(|h|\ge1\), `hs` and `hD` supply the chain \(k_0^2/m_l\le|s|\le D\), and `hD0` says that \(D=|s|\) at \(k_z=0\). Any other minimiser must also have \(D=|s|\), which forces its \(k_z\) to be zero.

```lean
/-- The global minima on the axis `kx = ky = 0` are the points `kz² = k0² (1 - h²)` for
`|h| < 1`, and the single point `kz = 0` for `|h| ≥ 1`. -/
theorem axis_minima (v : Band) (kz : ℝ) :
    (|v.h| < 1 → ((∀ q, v.energy 0 0 kz ≤ v.energy 0 0 q) ↔
      kz ^ 2 = v.k0 ^ 2 * (1 - v.h ^ 2))) ∧
    (1 ≤ |v.h| → ((∀ q, v.energy 0 0 kz ≤ v.energy 0 0 q) ↔ kz = 0)) := by
  have hl := v.ml_pos
  have hk := v.k0_pos
  simp only [axis_energy_le_iff]
  constructor
  · intro hh
    rw [← halfSplit_eq_iff]
    constructor
    · intro h
      -- compare with a point where the square vanishes
      have hpos : 0 ≤ v.k0 ^ 2 * (1 - v.h ^ 2) :=
        mul_nonneg (by positivity) (sub_nonneg.2 ((sq_lt_one_iff_abs_lt_one _).2 hh).le)
      have h1 := h (√(v.k0 ^ 2 * (1 - v.h ^ 2)))
      rw [(halfSplit_eq_iff v _).2 (Real.sq_sqrt hpos), sub_self] at h1
      have h2 : (v.halfSplit 0 0 kz - v.k0 ^ 2 / v.ml) ^ 2 = 0 :=
        le_antisymm (by linarith) (sq_nonneg _)
      exact sub_eq_zero.1 ((pow_eq_zero_iff two_ne_zero).1 h2)
    · intro h q
      rw [h, sub_self, zero_pow two_ne_zero]
      exact sq_nonneg _
  · intro hh
    -- now the half-splitting never falls below `|s| ≥ k0² / ml`
    have hs : v.k0 ^ 2 / v.ml ≤ |v.s| := by
      rw [Band.h, abs_div, abs_mul, abs_of_pos hl, abs_of_pos (pow_pos hk 2),
        le_div_iff₀ (pow_pos hk 2), one_mul] at hh
      rwa [div_le_iff₀ hl]
    have hD : ∀ q, |v.s| ≤ v.halfSplit 0 0 q := by
      intro q
      have h1 : v.s ^ 2 ≤ v.halfSplit 0 0 q ^ 2 := by
        rw [halfSplit_sq]
        linarith [sq_nonneg (v.k0 * q / v.ml)]
      exact abs_le_of_sq_le_sq h1 (Real.sqrt_nonneg _)
    have hD0 : v.halfSplit 0 0 0 = |v.s| := by
      simp [Band.halfSplit, Real.sqrt_sq_eq_abs]
    constructor
    · intro h
      have h1 := h 0
      rw [hD0] at h1
      have h2 := (sq_le_sq₀ (by linarith [hD kz]) (by linarith)).1 h1
      have h3 : v.halfSplit 0 0 kz = |v.s| := le_antisymm (by linarith) (hD kz)
      have h4 := halfSplit_sq v kz
      rw [h3, sq_abs] at h4
      have h5 : v.k0 * kz / v.ml = 0 := (pow_eq_zero_iff two_ne_zero).1 (by linarith)
      simpa [hk.ne', hl.ne'] using h5
    · rintro rfl q
      rw [hD0]
      exact pow_le_pow_left₀ (by linarith) (by linarith [hD q]) 2
```

The competition is between points of the axis only. Whether an axis minimum is also a minimum of the full three-dimensional band depends on the masses: if \(M/m_t<|h|<1\), one of the two transverse curvatures is negative and the point is a saddle.

## Curvatures along [110] and [1-10]

The differentiation is done once, for general constants. In the lemma, `C` is the constant kinetic term, `m` the transverse mass, and `a`, `s`, `b` are as in the derivation. The hypothesis `ha` says that the splitting is non-zero at \(t=0\), so that the root is differentiable there by the chain rule.

The proof supplies the formula for \(f'(t)\) as the required function. By continuity the radicand stays non-zero near \(t=0\), and `filter_upwards` restricts attention to such \(t\), where \(f'\) is confirmed as the derivative. The last two lines apply the product rule to \(t\) times the bracket; at \(t=0\) only the bracket survives.

```lean
/-- Curvature at `t = 0` of a parabola minus a square-root splitting that is nonzero there. -/
theorem section_curvature (C m a s b : ℝ) (ha : a ^ 2 + s ^ 2 ≠ 0) :
    HasCurvatureAt (fun t => C + t ^ 2 / (2 * m) - √(a ^ 2 + (s - b * t ^ 2) ^ 2))
      (1 / m + 2 * b * s / √(a ^ 2 + s ^ 2)) 0 := by
  have hsq : ∀ t : ℝ, HasDerivAt (fun y : ℝ => y ^ 2) (2 * t) t := fun t => by
    simpa using hasDerivAt_pow 2 t
  have hu : ∀ t : ℝ, HasDerivAt (fun y : ℝ => s - b * y ^ 2) (-(b * (2 * t))) t :=
    fun t => ((hsq t).const_mul b).const_sub s
  have hg : ∀ t : ℝ, HasDerivAt (fun y : ℝ => a ^ 2 + (s - b * y ^ 2) ^ 2)
      (2 * (s - b * t ^ 2) * -(b * (2 * t))) t :=
    fun t => (((hu t).fun_pow 2).const_add (a ^ 2)).congr_deriv (by norm_num)
  have h0 : a ^ 2 + (s - b * (0 : ℝ) ^ 2) ^ 2 ≠ 0 := by
    have e : a ^ 2 + (s - b * (0 : ℝ) ^ 2) ^ 2 = a ^ 2 + s ^ 2 := by ring
    rwa [e]
  have hr0 : √(a ^ 2 + (s - b * (0 : ℝ) ^ 2) ^ 2) ≠ 0 :=
    (Real.sqrt_pos.2 (lt_of_le_of_ne (by positivity) h0.symm)).ne'
  refine ⟨fun t => t * (1 / m + 2 * b * (s - b * t ^ 2) / √(a ^ 2 + (s - b * t ^ 2) ^ 2)),
    ?_, ?_⟩
  · filter_upwards [(hg 0).continuousAt.eventually_ne h0] with t ht
    have hr : HasDerivAt (fun y : ℝ => √(a ^ 2 + (s - b * y ^ 2) ^ 2))
        (2 * (s - b * t ^ 2) * -(b * (2 * t)) / (2 * √(a ^ 2 + (s - b * t ^ 2) ^ 2))) t :=
      (hg t).sqrt ht
    exact ((((hsq t).div_const (2 * m)).const_add C).fun_sub hr).congr_deriv (by ring)
  · have hw := (((hu 0).const_mul (2 * b)).fun_div ((hg 0).sqrt h0) hr0).const_add (1 / m)
    exact ((hasDerivAt_id' (0 : ℝ)).fun_mul hw).congr_deriv (by simp)
```

The final theorem takes any axis minimiser `kz`, so it applies to both valleys. The previous results give `hD`, that is \(D=k_0^2/m_l\), and from it `hs`, that is \(s/D=h\). Each `convert` then matches one diagonal section with the general lemma, with \(b=1/(2M)\) for [110] and \(b=-1/(2M)\) for [1-10]. Division by `√2` makes `t` the true distance from the axis, so the curvatures are inverse masses without a further factor.

```lean
/-- For `|h| < 1`, the curvatures at the minima on the axis `kx = ky = 0` along [110] and
[1-10] are `1/mt + h/M` and `1/mt - h/M`. -/
theorem valley_curvatures (v : Band) (hh : |v.h| < 1) (kz : ℝ)
    (hmin : ∀ q, v.energy 0 0 kz ≤ v.energy 0 0 q) :
    HasCurvatureAt (fun t => v.energy (t / √2) (t / √2) kz) (1 / v.mt + v.h / v.M) 0 ∧
    HasCurvatureAt (fun t => v.energy (t / √2) (-(t / √2)) kz)
      (1 / v.mt - v.h / v.M) 0 := by
  have hl := v.ml_pos
  have hk := v.k0_pos
  have hD := (halfSplit_eq_iff v kz).2 (((axis_minima v kz).1 hh).1 hmin)
  have ha : (v.k0 * kz / v.ml) ^ 2 + v.s ^ 2 ≠ 0 := by
    rw [← halfSplit_sq, hD]
    positivity
  -- at the minima the ratio of shear energy to half-splitting is `h`
  have hs : v.s / √((v.k0 * kz / v.ml) ^ 2 + v.s ^ 2) = v.h := by
    rw [← halfSplit_sq, hD, Real.sqrt_sq (by positivity), Band.h, div_div_eq_mul_div]
  have h2 : ∀ t : ℝ, (t / √2) ^ 2 = t ^ 2 / 2 := fun t => by
    rw [div_pow, Real.sq_sqrt (by norm_num)]
  rw [← hs]
  constructor
  · convert section_curvature (kz ^ 2 / (2 * v.ml)) v.mt _ v.s (1 / (2 * v.M)) ha using 1
    · funext t
      have e1 : (t / √2) ^ 2 + (t / √2) ^ 2 = t ^ 2 := by rw [h2]; ring
      have e2 : t / √2 * (t / √2) / v.M = 1 / (2 * v.M) * t ^ 2 := by
        rw [← sq, h2]; ring
      rw [Band.energy, Band.halfSplit, e1, e2]
    · ring
  · convert section_curvature (kz ^ 2 / (2 * v.ml)) v.mt _ v.s (-1 / (2 * v.M)) ha using 1
    · funext t
      have e1 : (t / √2) ^ 2 + (-(t / √2)) ^ 2 = t ^ 2 := by rw [neg_sq, h2]; ring
      have e2 : t / √2 * -(t / √2) / v.M = -1 / (2 * v.M) * t ^ 2 := by
        rw [mul_neg, ← sq, h2]; ring
      rw [Band.energy, Band.halfSplit, e1, e2]
    · ring

end

end StrainedValley
```

```lean
#print axioms StrainedValley.valley_curvatures
```

```
'StrainedValley.valley_curvatures' depends on axioms: [propext, Classical.choice, Quot.sound]
```

These curvature formulas fail for general \(h\). Take \(m_l=m_t=M=k_0=1\) and \(s=2\), so that \(h=2\) and the axis minimum is at \(k_z=0\). Along [110], for small \(t\),

\[
E=\frac{t^2}{2}-\Big|2-\frac{t^2}{2}\Big|=t^2-2,
\]

which has curvature 2, whereas \(1/m_t+h/M=3\). At \(|h|=1\) the formulas still hold, since there too \(D=k_0^2/m_l\) at the minimum.

For electron transport in strained silicon, the result gives the transverse inverse masses of this valley as linear functions of the shear strain, within a two-band model with fixed constants and for \(|h|<1\).
